# An upper bound on the energy error from discarding small overlap eigenvalues

Diffuse Gaussians on neighbouring atoms overlap so strongly that some combinations of them nearly vanish. The overlap matrix $S$ then has eigenvalues close to zero, and solving $Hx = E\,Sx$ becomes numerically delicate. A common remedy is to discard every eigenvector of $S$ whose eigenvalue lies below a threshold $t$. This restricts the variational space, so the lowest energy cannot fall, but it may rise. By how much?

Let $H$ be real symmetric and $S$ positive definite, with all generalized eigenvalues between $E_0$ and $E_{\max}$. Let $c$ be a ground-state vector, $Hc = E_0 Sc$, normalised by $c^TSc = 1$. Write $\|c\|^2=c^Tc$ for the plain sum of squared coefficients. If $t \ge 0$ and $w = t\|c\|^2 < 1$, the rise is at most
$$(E_{\max}-E_0)\,\frac{w}{1-w}.$$

For electronic structure this bounds the error in the lowest orbital energy of a fixed one-electron Hamiltonian matrix in a finite real basis; the change of a Fock matrix during self-consistency is not included.

In Lean 4 with Mathlib:

```lean
import Mathlib

open Matrix

namespace OverlapThreshold

variable {n : Type*} [Fintype n] [DecidableEq n]
```

## Levels, retained space and truncated energy

The index type `n` labels the basis functions, and a vector `n → ℝ` holds expansion coefficients. A level is a number $E$ with $Hx = E\,Sx$ for some $x \neq 0$.

```lean
/-- `E` is a generalized eigenvalue of the Hamiltonian matrix `H` with overlap matrix `S`:
`H x = E S x` for some nonzero `x`. -/
def IsLevel (H S : Matrix n n ℝ) (E : ℝ) : Prop :=
  ∃ x : n → ℝ, x ≠ 0 ∧ H *ᵥ x = E • (S *ᵥ x)
```

The retained space is spanned by all eigenvectors of $S$ with eigenvalue at least $t$, so an eigenvalue equal to $t$ is kept. No particular eigenbasis enters the definition.

```lean
/-- The coefficient space kept at threshold `t`: the span of all eigenvectors of the overlap
matrix with eigenvalue at least `t`. -/
def keptSpace (S : Matrix n n ℝ) (t : ℝ) : Submodule ℝ (n → ℝ) :=
  Submodule.span ℝ {v | ∃ μ : ℝ, t ≤ μ ∧ S *ᵥ v = μ • v}
```

The truncated energy is the infimum of $x^THx/x^TSx$ over nonzero $x$ in that space. The main proof shows that this set of quotients is nonempty and bounded below, so `sInf` is a genuine infimum there.

```lean
/-- The infimum of the energy quotient over the nonzero vectors of the kept space, for positive
definite `S` and a kept space that is not zero. -/
noncomputable def keptEnergy (H S : Matrix n n ℝ) (t : ℝ) : ℝ :=
  sInf {E | ∃ x ∈ keptSpace S t, x ≠ 0 ∧ E = (x ⬝ᵥ H *ᵥ x) / (x ⬝ᵥ S *ᵥ x)}
```

## Expansion in eigenvectors

A real symmetric matrix $A$ has eigenvectors $u_i$ with
$$Au_i = s_iu_i,\qquad u_i\cdot u_j=\delta_{ij},\qquad x=\sum_i (u_i\cdot x)\,u_i .$$
Over the reals, `IsHermitian` means symmetric. The proof takes Mathlib's eigenvector basis and rewrites its inner products as dot products `⬝ᵥ`.

```lean
/-- A real symmetric matrix has orthonormal eigenvectors in which every vector can be expanded. -/
theorem exists_eigenmodes {A : Matrix n n ℝ} (hA : A.IsHermitian) :
    ∃ (u : n → n → ℝ) (s : n → ℝ), (∀ i, A *ᵥ u i = s i • u i) ∧
      (∀ i j, u i ⬝ᵥ u j = if i = j then 1 else 0) ∧
      ∀ x, ∑ i, (u i ⬝ᵥ x) • u i = x := by
  refine ⟨fun i => (hA.eigenvectorBasis i).ofLp, hA.eigenvalues,
    fun i => hA.mulVec_eigenvectorBasis i, fun i j => ?_, fun x => ?_⟩
  · have h := orthonormal_iff_ite.mp hA.eigenvectorBasis.orthonormal i j
    rw [EuclideanSpace.inner_eq_star_dotProduct, star_trivial, dotProduct_comm] at h
    exact h
  · have h := congrArg WithLp.ofLp (hA.eigenvectorBasis.sum_repr' (WithLp.toLp 2 x))
    simp only [WithLp.ofLp_sum, WithLp.ofLp_smul, EuclideanSpace.inner_eq_star_dotProduct,
      star_trivial] at h
    refine Eq.trans (Finset.sum_congr rfl fun i _ => ?_) h
    rw [dotProduct_comm]
```

Applying $A$ to the expansion and taking the dot product with $x$ gives
$$x^TAx=\sum_i s_i\,(u_i\cdot x)^2 .$$

```lean
omit [DecidableEq n] in
/-- If every vector expands in the eigenvectors `u i` with coefficients `u i ⬝ᵥ x`, the quadratic
form of the matrix is the sum of its eigenvalues weighted by the squared coefficients. -/
theorem quadratic_expansion {A : Matrix n n ℝ} {u : n → n → ℝ} {s : n → ℝ}
    (hu : ∀ i, A *ᵥ u i = s i • u i) (hx : ∀ x, ∑ i, (u i ⬝ᵥ x) • u i = x) (x : n → ℝ) :
    x ⬝ᵥ A *ᵥ x = ∑ i, s i * (u i ⬝ᵥ x) ^ 2 := by
  have h := map_sum A.mulVecLin (fun i => (u i ⬝ᵥ x) • u i) Finset.univ
  simp only [Matrix.mulVecLin_apply, hx, Matrix.mulVec_smul, hu] at h
  rw [h, dotProduct_sum]
  refine Finset.sum_congr rfl fun i _ => ?_
  rw [dotProduct_smul, dotProduct_smul, dotProduct_comm x (u i)]
  simp only [smul_eq_mul]
  ring
```

## From levels to energy quotients

For $A=S$, positive definiteness gives $s_i = u_i^TSu_i > 0$. Let $X$ have the columns $u_j/\sqrt{s_j}$. Then
$$(X^TSX)_{ij}=\frac{u_i\cdot Su_j}{\sqrt{s_is_j}}=\frac{s_j\,\delta_{ij}}{\sqrt{s_is_j}}=\delta_{ij}.$$
The proof treats $i=j$ and $i\ne j$ separately.

```lean
/-- For every positive definite overlap matrix `S` there is a square matrix `X` with `Xᵀ S X = 1`.
-/
theorem exists_orthogonalizer {S : Matrix n n ℝ} (hS : S.PosDef) :
    ∃ X : Matrix n n ℝ, Xᵀ * (S * X) = 1 := by
  obtain ⟨u, s, hu, ho, -⟩ := exists_eigenmodes hS.1
  have hs : ∀ i, 0 < s i := fun i => by
    have hne : u i ≠ 0 := fun h => by simpa [h] using ho i i
    have h := hS.dotProduct_mulVec_pos hne
    rw [star_trivial, hu, dotProduct_smul, ho] at h
    simpa using h
  -- the columns of X are the eigenvectors divided by the root of their eigenvalue
  refine ⟨Matrix.of fun k j => ((√(s j))⁻¹ • u j) k, ?_⟩
  ext i j
  change ((√(s i))⁻¹ • u i) ⬝ᵥ S *ᵥ ((√(s j))⁻¹ • u j) = _
  rw [Matrix.mulVec_smul, hu, smul_dotProduct, dotProduct_smul, dotProduct_smul, ho,
    Matrix.one_apply]
  by_cases hij : i = j
  · subst hij
    have h1 : √(s i) ≠ 0 := (Real.sqrt_pos.mpr (hs i)).ne'
    have h2 : √(s i) * √(s i) = s i := Real.mul_self_sqrt (hs i).le
    simp only [if_true, smul_eq_mul, mul_one]
    calc (√(s i))⁻¹ * ((√(s i))⁻¹ * s i)
        = (√(s i))⁻¹ * ((√(s i))⁻¹ * (√(s i) * √(s i))) := by rw [h2]
      _ = 1 := by field_simp
  · simp [hij]
```

Now let $M=X^THX$, with orthonormal eigenvectors $Mv_j=\mu_jv_j$. Since $X$ is square, $X^TSX=1$ also gives $SXX^T=1$, hence $HX=SXX^THX=SXM$ and
$$H(Xv_j)=\mu_j\,S(Xv_j).$$
The vector $Xv_j$ is nonzero because $X^TS(Xv_j)=v_j$. Each $\mu_j$ is therefore a level, and $\mu_j\le E_{\max}$ (`hμ`). Any $x$ can be written as $Xy$ with $y=X^TSx$, so
$$x^THx=y^TMy=\sum_j\mu_j(v_j\cdot y)^2\le E_{\max}\,y^Ty=E_{\max}\,x^TSx .$$
The step `hform` carries the quadratic forms from $x$ to $y$.

```lean
/-- If `H` is symmetric, `S` is positive definite and every generalized eigenvalue is at most
`Emax`, then `x ⬝ᵥ H x ≤ Emax (x ⬝ᵥ S x)` for every `x`. -/
theorem energy_le_of_levels_le {H S : Matrix n n ℝ} (hH : H.IsHermitian) (hS : S.PosDef)
    {Emax : ℝ} (hmax : ∀ E, IsLevel H S E → E ≤ Emax) (x : n → ℝ) :
    x ⬝ᵥ H *ᵥ x ≤ Emax * (x ⬝ᵥ S *ᵥ x) := by
  obtain ⟨X, hX⟩ := exists_orthogonalizer hS
  have hX1 : S * X * Xᵀ = 1 := mul_eq_one_comm.mp hX
  have hX2 : X * (Xᵀ * S) = 1 := mul_eq_one_comm.mp (by rw [Matrix.mul_assoc]; exact hX)
  have hT : Hᵀ = H := by
    rw [← Matrix.conjTranspose_eq_transpose_of_trivial]; exact hH.eq
  have hM : (Xᵀ * H * X).IsHermitian := by
    rw [Matrix.IsHermitian, Matrix.conjTranspose_eq_transpose_of_trivial]
    simp only [Matrix.transpose_mul, Matrix.transpose_transpose, hT, Matrix.mul_assoc]
  obtain ⟨v, μ, hv, ho, hexp⟩ := exists_eigenmodes hM
  have hHX : H * X = S * X * (Xᵀ * H * X) := by
    calc H * X = (S * X * Xᵀ) * (H * X) := by rw [hX1, one_mul]
      _ = _ := by simp only [Matrix.mul_assoc]
  -- eigenvalues of the orthogonalized Hamiltonian are generalized eigenvalues
  have hμ : ∀ j, μ j ≤ Emax := fun j => by
    refine hmax _ ⟨X *ᵥ v j, fun h0 => ?_, ?_⟩
    · have hz : v j = 0 := by
        calc v j = (Xᵀ * (S * X)) *ᵥ v j := by rw [hX, Matrix.one_mulVec]
          _ = 0 := by
            rw [← Matrix.mulVec_mulVec, ← Matrix.mulVec_mulVec, h0, Matrix.mulVec_zero,
              Matrix.mulVec_zero]
      simpa [hz] using ho j j
    · rw [Matrix.mulVec_mulVec, hHX, ← Matrix.mulVec_mulVec, hv j, Matrix.mulVec_smul,
        Matrix.mulVec_mulVec]
  obtain ⟨y, rfl⟩ : ∃ y, x = X *ᵥ y :=
    ⟨(Xᵀ * S) *ᵥ x, by rw [Matrix.mulVec_mulVec, hX2, Matrix.one_mulVec]⟩
  have hform : ∀ K : Matrix n n ℝ,
      (X *ᵥ y) ⬝ᵥ K *ᵥ (X *ᵥ y) = y ⬝ᵥ (Xᵀ * K * X) *ᵥ y := fun K => by
    rw [← Matrix.mulVec_mulVec, ← Matrix.mulVec_mulVec, Matrix.dotProduct_mulVec y,
      Matrix.vecMul_transpose]
  have h1 : y ⬝ᵥ (1 : Matrix n n ℝ) *ᵥ y = ∑ i, (v i ⬝ᵥ y) ^ 2 := by
    simpa only [one_mul] using
      quadratic_expansion (A := 1) (s := fun _ => 1) (fun i => by simp) hexp y
  rw [hform H, hform S, Matrix.mul_assoc Xᵀ S X, hX, h1, quadratic_expansion hv hexp y,
    Finset.mul_sum]
  exact Finset.sum_le_sum fun j _ => mul_le_mul_of_nonneg_right (hμ j) (sq_nonneg _)
```

## Splitting the ground state

With $u_i$, $s_i$ again belonging to $S$, write $a_i=u_i\cdot c$ and split $c=p+q$, where
$$p=\sum_{s_i\ge t}a_iu_i,\qquad q=\sum_{s_i<t}a_iu_i .$$
The overlap form is diagonal in the $u_i$, so $p^TSp+q^TSq=c^TSc$. Moreover,
$$q^TSq=\sum_{s_i<t}s_ia_i^2\le t\sum_{s_i<t}a_i^2\le t\|c\|^2 ,$$
where the last inequality uses $t\ge0$. In the code $q$ appears as `c - p`, and `split_ifs` separates retained from discarded terms.

```lean
/-- For symmetric `S` and `t ≥ 0`, every `c` has a part `p` in the kept space such that the values
of the quadratic form `x ⬝ᵥ S x` at `p` and `c - p` add up to its value at `c`, and its value at
`c - p` is at most `t (c ⬝ᵥ c)`. -/
theorem exists_kept_part {S : Matrix n n ℝ} (hS : S.IsHermitian) {t : ℝ} (ht : 0 ≤ t)
    (c : n → ℝ) : ∃ p ∈ keptSpace S t,
      p ⬝ᵥ S *ᵥ p + (c - p) ⬝ᵥ S *ᵥ (c - p) = c ⬝ᵥ S *ᵥ c ∧
      (c - p) ⬝ᵥ S *ᵥ (c - p) ≤ t * (c ⬝ᵥ c) := by
  obtain ⟨u, s, hu, ho, hexp⟩ := exists_eigenmodes hS
  have hc : c ⬝ᵥ c = ∑ i, (u i ⬝ᵥ c) ^ 2 := by
    simpa only [one_mul, Matrix.one_mulVec] using
      quadratic_expansion (A := 1) (s := fun _ => 1) (fun i => by simp) hexp c
  have hk : ∀ (k : n → ℝ) (j : n), u j ⬝ᵥ (∑ i, k i • u i) = k j := fun k j => by
    simp [dotProduct_sum, dotProduct_smul, ho]
  refine ⟨∑ i, (if t ≤ s i then u i ⬝ᵥ c else 0) • u i, ?_, ?_, ?_⟩
  · refine Submodule.sum_mem _ fun i _ => ?_
    by_cases h : t ≤ s i
    · exact Submodule.smul_mem _ _ (Submodule.subset_span ⟨s i, h, hu i⟩)
    · simp [h]
  · simp only [quadratic_expansion hu hexp, dotProduct_sub, hk]
    rw [← Finset.sum_add_distrib]
    refine Finset.sum_congr rfl fun i _ => ?_
    split_ifs <;> ring
  · simp only [quadratic_expansion hu hexp, dotProduct_sub, hk]
    rw [hc, Finset.mul_sum]
    refine Finset.sum_le_sum fun i _ => ?_
    have hsq := sq_nonneg (u i ⬝ᵥ c)
    split_ifs with h
    · nlinarith [mul_nonneg ht hsq]
    · nlinarith [mul_le_mul_of_nonneg_right (not_le.mp h).le hsq]
```

The excess energy is measured by $K=H-E_0S$, which is symmetric and satisfies $Kc=0$. Hence
$$q^TKq=c^TKc-2p^TKc+p^TKp=p^TKp .$$
The retained and discarded parts have the same unnormalised excess $x^TKx$; their energy quotients generally differ. The proof expands the forms of $H$ and $S$ separately and finishes with `ring`.

```lean
omit [DecidableEq n] in
/-- For symmetric `H` and `S` and `H c = E0 S c`, the unnormalised excess `x ⬝ᵥ H x - E0 (x ⬝ᵥ S x)`
has the same value at `x = p` and at `x = c - p`, for every `p`. -/
theorem excess_energy_eq {H S : Matrix n n ℝ} (hH : H.IsHermitian) (hS : S.IsHermitian)
    {E0 : ℝ} {c : n → ℝ} (hc : H *ᵥ c = E0 • (S *ᵥ c)) (p : n → ℝ) :
    p ⬝ᵥ H *ᵥ p - E0 * (p ⬝ᵥ S *ᵥ p) =
      (c - p) ⬝ᵥ H *ᵥ (c - p) - E0 * ((c - p) ⬝ᵥ S *ᵥ (c - p)) := by
  have hsymm : ∀ K : Matrix n n ℝ, K.IsHermitian → c ⬝ᵥ K *ᵥ p = p ⬝ᵥ K *ᵥ c := fun K hK => by
    have hT : Kᵀ = K := by
      rw [← Matrix.conjTranspose_eq_transpose_of_trivial]; exact hK.eq
    rw [Matrix.dotProduct_mulVec, ← Matrix.mulVec_transpose, hT, dotProduct_comm]
  simp only [Matrix.mulVec_sub, dotProduct_sub, sub_dotProduct, hsymm H hH, hsymm S hS, hc,
    dotProduct_smul, smul_eq_mul]
  ring
```

## The bound on the rise

Set $d=q^TSq\le w$. Then $p^TSp=1-d\ge1-w>0$, so $p$ is a nonzero trial vector in the retained space. The equality of excesses and the upper bound on energies give
$$p^THp-E_0\,p^TSp=q^THq-E_0\,q^TSq\le(E_{\max}-E_0)\,d .$$
Division by $p^TSp$ yields
$$\frac{p^THp}{p^TSp}-E_0\le(E_{\max}-E_0)\frac{d}{1-d}\le(E_{\max}-E_0)\frac{w}{1-w}.$$
The truncated energy is no larger than this quotient. It is at least $E_0$, because the bound of `energy_le_of_levels_le`, applied to $-H$, gives $x^THx\ge E_0\,x^TSx$ for every $x$.

In the theorem, `hmin` and `hmax` place all levels between `E0` and `Emax`. Together with `hc` and `hnorm`, this makes `E0` the lowest level; it may be degenerate. `Emax` may be any upper bound on the levels. The quantity $w$ is written `t * (c ⬝ᵥ c)`, and the conclusion contains both the lower bound and the bound on the rise. In the code, `hd` states $d\le\frac{w}{1-w}\,p^TSp$, which replaces the comparison of the two fractions.

```lean
/-- Let `H` be symmetric, `S` positive definite, all generalized eigenvalues between `E0` and
`Emax`, `H c = E0 S c` and `c ⬝ᵥ S c = 1`. If `t ≥ 0` and `w = t (c ⬝ᵥ c) < 1`, discarding the
eigenvectors of `S` below `t` raises the lowest energy by at most `(Emax - E0) w / (1 - w)`, and
never lowers it. -/
theorem keptEnergy_bounds {H S : Matrix n n ℝ} (hH : H.IsHermitian) (hS : S.PosDef)
    {E0 Emax t : ℝ} {c : n → ℝ} (hmin : ∀ E, IsLevel H S E → E0 ≤ E)
    (hmax : ∀ E, IsLevel H S E → E ≤ Emax) (hc : H *ᵥ c = E0 • (S *ᵥ c))
    (hnorm : c ⬝ᵥ S *ᵥ c = 1) (ht : 0 ≤ t) (hw : t * (c ⬝ᵥ c) < 1) :
    E0 ≤ keptEnergy H S t ∧
      keptEnergy H S t - E0 ≤ (Emax - E0) * (t * (c ⬝ᵥ c) / (1 - t * (c ⬝ᵥ c))) := by
  have hD : E0 ≤ Emax := hmax E0 ⟨c, fun h => by simp [h] at hnorm, hc⟩
  -- the variational lower bound is the upper bound for -H
  have hlow : ∀ x : n → ℝ, E0 * (x ⬝ᵥ S *ᵥ x) ≤ x ⬝ᵥ H *ᵥ x := fun x => by
    have h := energy_le_of_levels_le hH.neg hS (Emax := -E0) (fun E ⟨z, hz, hE⟩ => by
      have h' := hmin (-E) ⟨z, hz, by rw [neg_smul, ← hE, Matrix.neg_mulVec, neg_neg]⟩
      linarith) x
    rw [Matrix.neg_mulVec, dotProduct_neg] at h
    linarith
  have hbound : ∀ E ∈ {E | ∃ x ∈ keptSpace S t, x ≠ 0 ∧
      E = (x ⬝ᵥ H *ᵥ x) / (x ⬝ᵥ S *ᵥ x)}, E0 ≤ E := by
    rintro E ⟨x, -, hx, rfl⟩
    have hpos : 0 < x ⬝ᵥ S *ᵥ x := by
      simpa only [star_trivial] using hS.dotProduct_mulVec_pos hx
    rw [le_div_iff₀ hpos]
    exact hlow x
  -- the kept part of c is the trial vector
  obtain ⟨p, hp, hsum, hq⟩ := exists_kept_part hS.1 ht c
  have hex := excess_energy_eq hH hS.1 hc p
  have hup := energy_le_of_levels_le hH hS hmax (c - p)
  rw [hnorm] at hsum
  have hpos : 0 < p ⬝ᵥ S *ᵥ p := by linarith
  have hp0 : p ≠ 0 := fun h => by simp [h] at hpos
  have hmem : (p ⬝ᵥ H *ᵥ p) / (p ⬝ᵥ S *ᵥ p) ∈ {E | ∃ x ∈ keptSpace S t, x ≠ 0 ∧
      E = (x ⬝ᵥ H *ᵥ x) / (x ⬝ᵥ S *ᵥ x)} := ⟨p, hp, hp0, rfl⟩
  refine ⟨le_csInf ⟨_, hmem⟩ hbound, ?_⟩
  have hinf : keptEnergy H S t ≤ (p ⬝ᵥ H *ᵥ p) / (p ⬝ᵥ S *ᵥ p) := csInf_le ⟨E0, hbound⟩ hmem
  have hcc : 0 ≤ c ⬝ᵥ c := Finset.sum_nonneg fun i _ => mul_self_nonneg (c i)
  have hw0 : 0 ≤ t * (c ⬝ᵥ c) := mul_nonneg ht hcc
  generalize t * (c ⬝ᵥ c) = w at *
  have h1w : 0 < 1 - w := by linarith
  have hr : 0 ≤ w / (1 - w) := div_nonneg hw0 h1w.le
  have hrw : w / (1 - w) * (1 - w) = w := div_mul_cancel₀ w h1w.ne'
  have hd : (c - p) ⬝ᵥ S *ᵥ (c - p) ≤ w / (1 - w) * (p ⬝ᵥ S *ᵥ p) := by
    have h := mul_le_mul_of_nonneg_left (show 1 - w ≤ p ⬝ᵥ S *ᵥ p by linarith) hr
    linarith
  have hDd := mul_le_mul_of_nonneg_left hd (sub_nonneg.mpr hD)
  have hquot : (p ⬝ᵥ H *ᵥ p) / (p ⬝ᵥ S *ᵥ p) ≤ E0 + (Emax - E0) * (w / (1 - w)) := by
    rw [div_le_iff₀ hpos]
    linarith
  linarith
```

## A threshold for a given accuracy

Let $\Delta=E_{\max}-E_0>0$ and let $\varepsilon>0$ be the tolerated rise. The condition
$$t\,\|c\|^2(\Delta+\varepsilon)\le\varepsilon$$
suffices. It forces $w<1$, since $w\ge1$ would give $\Delta+\varepsilon\le\varepsilon$. Rearranged, it reads $\Delta w\le\varepsilon(1-w)$, which is $\Delta w/(1-w)\le\varepsilon$.

```lean
/-- Let `H` be symmetric, `S` positive definite, all generalized eigenvalues between `E0` and
`Emax`, `E0 < Emax`, `H c = E0 S c` and `c ⬝ᵥ S c = 1`. A threshold `t ≥ 0` with
`t (c ⬝ᵥ c) (Emax - E0 + ε) ≤ ε` raises the lowest energy by at most the tolerance `ε > 0`. -/
theorem keptEnergy_le_of_threshold {H S : Matrix n n ℝ} (hH : H.IsHermitian) (hS : S.PosDef)
    {E0 Emax t ε : ℝ} {c : n → ℝ} (hmin : ∀ E, IsLevel H S E → E0 ≤ E)
    (hmax : ∀ E, IsLevel H S E → E ≤ Emax) (hc : H *ᵥ c = E0 • (S *ᵥ c))
    (hnorm : c ⬝ᵥ S *ᵥ c = 1) (ht : 0 ≤ t) (hE : E0 < Emax) (hε : 0 < ε)
    (htol : t * (c ⬝ᵥ c) * (Emax - E0 + ε) ≤ ε) :
    keptEnergy H S t ≤ E0 + ε := by
  have hw : t * (c ⬝ᵥ c) < 1 := by
    by_contra h
    have h' := mul_le_mul_of_nonneg_right (not_lt.mp h) (show 0 ≤ Emax - E0 + ε by linarith)
    linarith
  have hb := (keptEnergy_bounds hH hS hmin hmax hc hnorm ht hw).2
  have hfin : (Emax - E0) * (t * (c ⬝ᵥ c) / (1 - t * (c ⬝ᵥ c))) ≤ ε := by
    rw [← mul_div_assoc, div_le_iff₀ (by linarith)]
    linarith
  linarith

end OverlapThreshold
```

```lean
#print axioms OverlapThreshold.keptEnergy_bounds
#print axioms OverlapThreshold.keptEnergy_le_of_threshold
```

```
'OverlapThreshold.keptEnergy_bounds' depends on axioms: [propext, Classical.choice, Quot.sound]
'OverlapThreshold.keptEnergy_le_of_threshold' depends on axioms: [propext, Classical.choice, Quot.sound]
```

## When the threshold removes the ground state

The condition $w<1$ cannot be relaxed to admit values above 1, however close. Take $0<\delta<t\le1$, $E_1>E_0$ and
$$S=\begin{pmatrix}1&0\\0&\delta\end{pmatrix},\qquad H=\begin{pmatrix}E_1&0\\0&\delta E_0\end{pmatrix},\qquad c=\begin{pmatrix}0\\1/\sqrt\delta\end{pmatrix}.$$
All other hypotheses hold with $E_{\max}=E_1$, but $w=t/\delta>1$. The threshold discards the ground state entirely and the energy rises by $E_1-E_0$, whereas the formula gives a negative number.

## The truncation in a calculation

One way to carry out this truncation, for $t>0$ and at least one retained eigenvector, is as follows. The program diagonalises $S$, keeps the $m$ orthonormal eigenvectors with $s_i\ge t$, and divides each by $\sqrt{s_i}$ to form a rectangular matrix $X_t$ with $m$ columns. It then diagonalises the $m\times m$ matrix $X_t^THX_t$, whose lowest eigenvalue is the truncated energy, and multiplies the eigenvectors by $X_t$ to return to the original basis.

As an illustration, $t=10^{-6}$, $\|c\|^2=10$ and $E_{\max}-E_0=100$ hartree give $w=10^{-5}$ and a rise of at most about $10^{-3}$ hartree. Here $c$ is the ground-state vector in the full basis, so evaluating this bound before solving the full problem requires upper bounds on $\|c\|^2$ and on $E_{\max}-E_0$. The general estimate $\|c\|^2\le1/s_{\min}$, with $s_{\min}$ the smallest eigenvalue of $S$, is not enough: as soon as an eigenvector is discarded, $s_{\min}<t$, and the estimate gives only $w\le t/s_{\min}$, where the right-hand side exceeds 1.
